# For linearly independent bonds, the energy-weighted band tangent turns continuously except at an energy plateau

Let image $i$ of a nudged elastic band have position $R_i$ and energy $V_i$. Write $p=R_{i+1}-R_i$ and $q=R_i-R_{i-1}$ for its two bonds, both pointing along the band, and $a=V_{i+1}-V_i$, $b=V_{i-1}-V_i$ for the energy differences. The energy-weighted tangent is

$$
T(a,b)=\begin{cases}
p, & b\le 0\le a,\\
q, & a\le 0\le b,\\
ap+bq, & a,b>0,\\
-bp-aq, & a,b<0.
\end{cases}
$$

If $p$ and $q$ are linearly independent, then $T\neq0$ whenever $(a,b)\neq(0,0)$, and the unit tangent $T/\|T\|$ is continuous there. It has no limit at the plateau $(0,0)$. The first two cases overlap only at that point, where the code below returns $p$ by convention.

## The tangent in the force projection

A nudged elastic band code uses the unit tangent to remove the parallel part of the true force and to direct the spring force. A jump in the tangent can therefore become a jump in the force passed to the optimizer. For a single image with fixed, linearly independent bonds, the result says that switching between the four branches as the energies vary causes no such jump away from a plateau.

Near a plateau the situation is different. Errors in $a$ and $b$ that slightly exceed $|a|$ and $|b|$ can exchange the uphill and downhill branches and turn the tangent through the whole angle between $p$ and $q$.

## One formula for the four branches

Write $x^+=\max(x,0)$ and $x^-=\max(-x,0)$, and define

$$
W(a,b)=(a^++b^-)\,p+(b^++a^-)\,q .
$$

Away from the plateau, the branches give:

- uphill, $b\le0\le a$: $W=(a-b)p=(a-b)T$, with $a-b>0$;
- downhill, $a\le0\le b$: $W=(b-a)q=(b-a)T$, with $b-a>0$;
- minimum, $a,b>0$: $W=ap+bq=T$;
- maximum, $a,b<0$: $W=-bp-aq=T$.

So $W$ is always a positive multiple of $T$, and the two have the same direction. The length of $T$ may jump between branches, but $W$ is continuous.

It remains to exclude $W=0$. The two weights are nonnegative and add up to $|a|+|b|>0$. If one weight is zero, $W=0$ forces the other bond to vanish. If both are positive, $W=0$ makes $p$ a positive multiple of $-q$, so the band folds back on itself. Linear independence excludes both possibilities, hence $W/\|W\|=T/\|T\|$ is continuous. Nonzero bonds alone would not suffice: for $q=-p$ and $a=b=1$, $T=0$.

## Two directions at the plateau

Let $t>0$ tend to zero. Along $(a,b)=(t,-t)$ the unit tangent is always $p/\|p\|$; along $(-t,t)$ it is always $q/\|q\|$. A common limit would require these to be equal, which linear independence forbids.

The limiting case is a locally straight band, $q=\lambda p$ with $p\ne0$ and $\lambda>0$. Then $W$ is a positive multiple of $p$ away from the plateau, the unit tangent is constantly $p/\|p\|$, and the limit exists.

## The Lean definitions and proof

```lean
import Mathlib

open Filter Topology

namespace EnergyWeightedTangent

noncomputable section

variable {E : Type*} [NormedAddCommGroup E] [NormedSpace ℝ E]

/-- The energy-weighted tangent at an image with forward bond `p` and backward bond `q`;
`a` and `b` are the energies of the next and the previous image minus that of the image itself.
At `a = b = 0` the value `p` is a convention. -/
def bandTangent (p q : E) (a b : ℝ) : E :=
  if b ≤ 0 ∧ 0 ≤ a then p
  else if a ≤ 0 ∧ 0 ≤ b then q
  else if 0 < a ∧ 0 < b then a • p + b • q
  else (-b) • p + (-a) • q

/-- The tangent divided by its length, meaningful where the tangent is nonzero. -/
def unitTangent (p q : E) (a b : ℝ) : E :=
  ‖bandTangent p q a b‖⁻¹ • bandTangent p q a b

/-- A single formula without case distinction: each bond is weighted by positive and negative
parts of the energy differences. -/
def blend (p q : E) (a b : ℝ) : E :=
  (max a 0 + max (-b) 0) • p + (max b 0 + max (-a) 0) • q

/-- At a strict energy minimum or maximum along the band, the bond towards the higher neighbour is
weighted by the larger absolute energy difference and the other bond by the smaller one. -/
theorem bandTangent_at_extremum (p q : E) (Vprev V Vnext : ℝ)
    (h : 0 < (Vnext - V) * (Vprev - V)) :
    bandTangent p q (Vnext - V) (Vprev - V) =
      if Vprev < Vnext then
        max |Vnext - V| |Vprev - V| • p + min |Vnext - V| |Vprev - V| • q
      else
        min |Vnext - V| |Vprev - V| • p + max |Vnext - V| |Vprev - V| • q := by
  rcases mul_pos_iff.mp h with ⟨ha, hb⟩ | ⟨ha, hb⟩
  · -- energy minimum
    have n1 : ¬(Vprev - V ≤ 0 ∧ 0 ≤ Vnext - V) := fun h => absurd h.1 (not_le.mpr hb)
    have n2 : ¬(Vnext - V ≤ 0 ∧ 0 ≤ Vprev - V) := fun h => absurd h.1 (not_le.mpr ha)
    rw [bandTangent, if_neg n1, if_neg n2, if_pos ⟨ha, hb⟩, abs_of_pos ha, abs_of_pos hb]
    split_ifs with hV
    · have hle : Vprev - V ≤ Vnext - V := by linarith
      rw [max_eq_left hle, min_eq_right hle]
    · have hle : Vnext - V ≤ Vprev - V := by linarith
      rw [max_eq_right hle, min_eq_left hle]
  · -- energy maximum
    have n1 : ¬(Vprev - V ≤ 0 ∧ 0 ≤ Vnext - V) := fun h => absurd h.2 (not_le.mpr ha)
    have n2 : ¬(Vnext - V ≤ 0 ∧ 0 ≤ Vprev - V) := fun h => absurd h.2 (not_le.mpr hb)
    have n3 : ¬(0 < Vnext - V ∧ 0 < Vprev - V) := fun h => absurd h.1 (not_lt.mpr ha.le)
    rw [bandTangent, if_neg n1, if_neg n2, if_neg n3, abs_of_neg ha, abs_of_neg hb]
    split_ifs with hV
    · have hle : -(Vnext - V) ≤ -(Vprev - V) := by linarith
      rw [max_eq_right hle, min_eq_left hle]
    · have hle : -(Vprev - V) ≤ -(Vnext - V) := by linarith
      rw [max_eq_left hle, min_eq_right hle]

/-- Away from a plateau, the blend is a positive multiple of the energy-weighted tangent. -/
theorem blend_eq_pos_smul (p q : E) {a b : ℝ} (h : a ≠ 0 ∨ b ≠ 0) :
    ∃ c : ℝ, 0 < c ∧ blend p q a b = c • bandTangent p q a b := by
  unfold blend bandTangent
  split_ifs with h1 h2 h3
  · refine ⟨a - b, ?_, ?_⟩
    · rcases h with h | h
      · have := lt_of_le_of_ne h1.2 (Ne.symm h)
        linarith [h1.1]
      · have := lt_of_le_of_ne h1.1 h
        linarith [h1.2]
    · rw [max_eq_left h1.2, max_eq_left (neg_nonneg.mpr h1.1), max_eq_right h1.1,
        max_eq_right (neg_nonpos.mpr h1.2)]
      module
  · refine ⟨b - a, ?_, ?_⟩
    · rcases h with h | h
      · have := lt_of_le_of_ne h2.1 h
        linarith [h2.2]
      · have := lt_of_le_of_ne h2.2 (Ne.symm h)
        linarith [h2.1]
    · rw [max_eq_right h2.1, max_eq_right (neg_nonpos.mpr h2.2), max_eq_left h2.2,
        max_eq_left (neg_nonneg.mpr h2.1)]
      module
  · refine ⟨1, one_pos, ?_⟩
    rw [max_eq_left h3.1.le, max_eq_right (neg_nonpos.mpr h3.2.le), max_eq_left h3.2.le,
      max_eq_right (neg_nonpos.mpr h3.1.le)]
    module
  · -- the remaining case is an energy maximum
    have hb : b < 0 := by
      by_contra hb
      have ha : 0 < a := not_le.mp fun ha => h2 ⟨ha, not_lt.mp hb⟩
      exact h1 ⟨not_lt.mp fun h' => h3 ⟨ha, h'⟩, ha.le⟩
    have ha : a < 0 := not_le.mp fun ha => h1 ⟨hb.le, ha⟩
    refine ⟨1, one_pos, ?_⟩
    rw [max_eq_right ha.le, max_eq_left (neg_nonneg.mpr hb.le), max_eq_right hb.le,
      max_eq_left (neg_nonneg.mpr ha.le)]
    module

/-- Away from a plateau, the unit tangent is the normalised blend. -/
theorem unitTangent_eq_blend (p q : E) {a b : ℝ} (h : a ≠ 0 ∨ b ≠ 0) :
    unitTangent p q a b = ‖blend p q a b‖⁻¹ • blend p q a b := by
  obtain ⟨c, hc, hblend⟩ := blend_eq_pos_smul p q h
  rw [unitTangent, hblend, norm_smul, Real.norm_of_nonneg hc.le, smul_smul, mul_inv,
    mul_right_comm, inv_mul_cancel₀ hc.ne', one_mul]

/-- Away from a plateau, the blend is nonzero provided `p` and `-q` do not lie on a common ray
(the zero vector counts as lying on every ray). -/
theorem blend_ne_zero {p q : E} (h : ¬SameRay ℝ p (-q)) {a b : ℝ} (hab : a ≠ 0 ∨ b ≠ 0) :
    blend p q a b ≠ 0 := by
  intro h0
  have hα : 0 ≤ max a 0 + max (-b) 0 := add_nonneg (le_max_right _ _) (le_max_right _ _)
  have hβ : 0 ≤ max b 0 + max (-a) 0 := add_nonneg (le_max_right _ _) (le_max_right _ _)
  rcases hα.eq_or_lt with hα0 | hα0 <;> rcases hβ.eq_or_lt with hβ0 | hβ0
  · have h1 := le_max_left a 0
    have h2 := le_max_right a 0
    have h3 := le_max_left (-b) 0
    have h4 := le_max_right (-b) 0
    have h5 := le_max_left b 0
    have h6 := le_max_right b 0
    have h7 := le_max_left (-a) 0
    have h8 := le_max_right (-a) 0
    rcases hab with h | h
    · exact h (by linarith)
    · exact h (by linarith)
  · rw [blend, ← hα0, zero_smul, zero_add] at h0
    have hq : q = 0 := (smul_eq_zero.mp h0).resolve_left hβ0.ne'
    exact h (by rw [hq, neg_zero]; exact SameRay.zero_right p)
  · rw [blend, ← hβ0, zero_smul, add_zero] at h0
    have hp : p = 0 := (smul_eq_zero.mp h0).resolve_left hα0.ne'
    exact h (by rw [hp]; exact SameRay.zero_left _)
  · refine h (Or.inr (Or.inr ⟨_, _, hα0, hβ0, ?_⟩))
    rw [smul_neg]
    exact eq_neg_of_add_eq_zero_left h0

/-- If bonds and energy differences vary continuously, so does the unit tangent, at every point
that is not a plateau and where `p` and `-q` do not lie on a common ray. -/
theorem continuousAt_unitTangent {X : Type*} [TopologicalSpace X] {p q : X → E} {a b : X → ℝ}
    {x : X} (hp : ContinuousAt p x) (hq : ContinuousAt q x) (ha : ContinuousAt a x)
    (hb : ContinuousAt b x) (h : ¬SameRay ℝ (p x) (-q x)) (hab : a x ≠ 0 ∨ b x ≠ 0) :
    ContinuousAt (fun y => unitTangent (p y) (q y) (a y) (b y)) x := by
  have hm : ∀ f : X → ℝ, ContinuousAt f x → ContinuousAt (fun y => max (f y) 0) x :=
    fun f hf => Filter.Tendsto.max hf tendsto_const_nhds
  have hW : ContinuousAt (fun y => blend (p y) (q y) (a y) (b y)) x :=
    (((hm _ ha).add (hm _ hb.neg)).smul hp).add (((hm _ hb).add (hm _ ha.neg)).smul hq)
  -- nearby points are not plateaus either
  have hev : ∀ᶠ y in 𝓝 x, a y ≠ 0 ∨ b y ≠ 0 := by
    rcases hab with h' | h'
    · exact (ha.eventually_ne h').mono fun _ => Or.inl
    · exact (hb.eventually_ne h').mono fun _ => Or.inr
  exact ((hW.norm.inv₀ (norm_ne_zero_iff.mpr (blend_ne_zero h hab))).smul hW).congr
    (hev.mono fun y hy => (unitTangent_eq_blend _ _ hy).symm)

/-- For nonzero bonds, the unit tangent has a limit at the plateau exactly when both bonds
point in the same direction. -/
theorem plateau_limit_iff {p q : E} (hp : p ≠ 0) (hq : q ≠ 0) :
    (∃ e, Tendsto (fun x : ℝ × ℝ => unitTangent p q x.1 x.2) (𝓝[≠] 0) (𝓝 e)) ↔
      SameRay ℝ p q := by
  constructor
  · rintro ⟨e, he⟩
    -- approach the plateau from an uphill and from a downhill stretch of the band
    have ray : ∀ s : ℝ, s ≠ 0 →
        Tendsto (fun t : ℝ => (t * s, -(t * s))) (𝓝[>] 0) (𝓝[≠] (0 : ℝ × ℝ)) := by
      intro s hs
      refine tendsto_nhdsWithin_iff.mpr ⟨?_, ?_⟩
      · exact (Continuous.tendsto' (by fun_prop) 0 0 (by simp)).mono_left nhdsWithin_le_nhds
      · filter_upwards [self_mem_nhdsWithin] with t ht h0
        exact mul_ne_zero (Set.mem_Ioi.mp ht).ne' hs
          (congrArg Prod.fst (Set.mem_singleton_iff.mp h0))
    have h1 : Tendsto (fun _ : ℝ => ‖p‖⁻¹ • p) (𝓝[>] 0) (𝓝 e) := by
      refine (he.comp (ray 1 one_ne_zero)).congr' ?_
      filter_upwards [self_mem_nhdsWithin] with t ht
      have ht' : 0 < t := ht
      simp [unitTangent, bandTangent, ht'.le]
    have h2 : Tendsto (fun _ : ℝ => ‖q‖⁻¹ • q) (𝓝[>] 0) (𝓝 e) := by
      refine (he.comp (ray (-1) (by norm_num))).congr' ?_
      filter_upwards [self_mem_nhdsWithin] with t ht
      have ht' : 0 < t := ht
      simp [unitTangent, bandTangent, ht'.le, not_le.mpr ht']
    exact (sameRay_iff_inv_norm_smul_eq_of_ne hp hq).mpr
      ((tendsto_nhds_unique tendsto_const_nhds h1).trans
        (tendsto_nhds_unique tendsto_const_nhds h2).symm)
  · intro h
    have hn : ¬SameRay ℝ p (-q) := fun h' =>
      hq (eq_zero_of_sameRay_self_neg (h.symm.trans h' fun h0 => absurd h0 hp))
    refine ⟨‖p‖⁻¹ • p, tendsto_const_nhds.congr' ?_⟩
    filter_upwards [self_mem_nhdsWithin] with x hx
    have hab : x.1 ≠ 0 ∨ x.2 ≠ 0 := not_and_or.mp fun hc => hx (Prod.ext hc.1 hc.2)
    have hs : SameRay ℝ (blend p q x.1 x.2) p :=
      SameRay.add_left
        ((SameRay.refl p).nonneg_smul_left (add_nonneg (le_max_right _ _) (le_max_right _ _)))
        (h.symm.nonneg_smul_left (add_nonneg (le_max_right _ _) (le_max_right _ _)))
    rw [unitTangent_eq_blend p q hab]
    exact ((sameRay_iff_inv_norm_smul_eq_of_ne (blend_ne_zero hn hab) hp).mp hs).symm

/-- For linearly independent bonds, the energy-weighted tangent is nonzero away from the plateau
`a = b = 0`, its direction is continuous there, and this direction has no limit at the plateau. -/
theorem tangent_switches_continuously_except_on_plateau {p q : E}
    (h : LinearIndependent ℝ ![p, q]) :
    (∀ a b : ℝ, a ≠ 0 ∨ b ≠ 0 → bandTangent p q a b ≠ 0) ∧
      ContinuousOn (fun x : ℝ × ℝ => unitTangent p q x.1 x.2) {0}ᶜ ∧
      ¬∃ e, Tendsto (fun x : ℝ × ℝ => unitTangent p q x.1 x.2) (𝓝[≠] 0) (𝓝 e) := by
  have hray : ¬(SameRay ℝ p q ∨ SameRay ℝ p (-q)) := fun h' =>
    sameRay_or_sameRay_neg_iff_not_linearIndependent.mp h' h
  have hn : ¬SameRay ℝ p (-q) := fun h' => hray (Or.inr h')
  have hp : p ≠ 0 := fun h0 => hray (Or.inl (Or.inl h0))
  have hq : q ≠ 0 := fun h0 => hray (Or.inl (Or.inr (Or.inl h0)))
  refine ⟨fun a b hab h0 => ?_, fun x hx => ?_, fun hlim => ?_⟩
  · obtain ⟨c, -, hc⟩ := blend_eq_pos_smul p q hab
    exact blend_ne_zero hn hab (by rw [hc, h0, smul_zero])
  · have hab : x.1 ≠ 0 ∨ x.2 ≠ 0 := not_and_or.mp fun hc => hx (Prod.ext hc.1 hc.2)
    exact (continuousAt_unitTangent continuousAt_const continuousAt_const continuousAt_fst
      continuousAt_snd hn hab).continuousWithinAt
  · exact hray (Or.inl ((plateau_limit_iff hp hq).mp hlim))

end

end EnergyWeightedTangent
```

```lean
#print axioms EnergyWeightedTangent.bandTangent_at_extremum
#print axioms EnergyWeightedTangent.tangent_switches_continuously_except_on_plateau
```

```
'EnergyWeightedTangent.bandTangent_at_extremum' depends on axioms: [propext, Classical.choice, Quot.sound]
'EnergyWeightedTangent.tangent_switches_continuously_except_on_plateau' depends on axioms: [propext, Classical.choice, Quot.sound]
```

The bonds are vectors in a real normed space `E`, which includes $\mathbb R^n$ with the Euclidean norm. `bandTangent` is $T$, `unitTangent` is $T/\|T\|$ and `blend` is $W$. The hypothesis `LinearIndependent ℝ ![p, q]` can be met only in dimension two or higher. In the final theorem, `{0}ᶜ` is the plane of energy differences without the plateau, and `𝓝[≠] 0` is approach to the plateau without reaching it, so the conventional value there plays no part.

`bandTangent_at_extremum` recovers the familiar weighting by the larger and smaller absolute energy differences at a strict minimum or maximum. `blend_eq_pos_smul` is the branch comparison above: `split_ifs` separates the branches, the `max` lemmas evaluate the weights, and `module` checks the vector identity. `unitTangent_eq_blend` then cancels the positive factor.

`blend_ne_zero` splits on whether each weight is zero or positive. Its hypothesis `¬SameRay ℝ p (-q)` excludes a folded band and, because zero lies on every ray, a zero bond. It permits straight bands. `continuousAt_unitTangent` combines this with continuity of $W$ and of division by a nonzero norm.

In `plateau_limit_iff`, the auxiliary statement `ray` supplies the two approaches, and `tendsto_nhds_unique` identifies their limits. The theorem shows that, for nonzero bonds, a limit exists exactly when they point the same way. The final theorem derives the required ray conditions from linear independence.

## Moving images, kinks and plateaus

`continuousAt_unitTangent` also lets bonds and energies vary together, as they do when images move. It assumes that they depend continuously on the configuration; it does not derive this from an electronic-structure method. Bonds normalised before weighting are allowed too, since $p$ and $q$ may be any vectors that satisfy the hypotheses.

The guarantee is continuity, not differentiability. For orthonormal $p,q$ and fixed $a>0$, the unit tangent equals $p$ for $b\le0$ and $(ap+bq)/\sqrt{a^2+b^2}$ for $b>0$. Its derivative with respect to $b$ jumps from $0$ to $q/a$ at $b=0$, a kink that sharpens as $a$ decreases.

The theorems concern the tangent at one image. They say nothing about convergence of the band, the choice of springs or rounding errors, and they do not select a tangent on a plateau. For linearly independent bonds, no choice of value there can make the unit tangent continuous.
